# The s-wave fraction of a plane wave in an empty sphere is $3(2x-\sin 2x)/(4x^3)$

Let a plane wave of wave number $k>0$ fill an empty sphere of radius $s>0$, where empty means that the sphere contains no potential, and let $x=ks$. The s-wave share of its density in the sphere is

$$F=\frac{3(2x-\sin 2x)}{4x^3},\qquad 1-\frac{x^2}{5}<F<1,\qquad F>0,$$

and $F\to1$ as $x\to0$. Free-electron plane waves of one energy differ only in direction and spin, and $F$ depends on neither, so $F$ is also the s-wave fraction of their density of states in the sphere. For a single plane wave, and for this density of states, truncating the partial-wave expansion about the centre of the sphere at $\ell=0$ thus loses a fraction less than $x^2/5$ of the density integrated over the sphere.

## Angular average, radial integral and sine bounds

With $t$ the cosine of the polar angle about the wave vector, the s-wave amplitude at radius $r>0$ is the angular average

$$a(r)=\frac12\int_{-1}^{1}e^{ikrt}\,dt=\frac{e^{ikr}-e^{-ikr}}{2ikr}=\frac{\sin kr}{kr},$$

and $a(0)=1$. The radial density is therefore $|a|^2r^2=\sin^2(kr)/k^2=(1-\cos 2kr)/(2k^2)$, and

$$\int_0^s|a|^2r^2\,dr=\frac{s}{2k^2}-\frac{\sin 2ks}{4k^3}=\frac{2ks-\sin 2ks}{4k^3}.$$

The plane wave has unit density, which gives $\int_0^s r^2\,dr=s^3/3$; the factor $4\pi$ cancels. Division yields the closed form.

For the bounds, start from $\sin y<y$ for $y>0$ and integrate repeatedly from the origin:

$$\cos y>1-\tfrac{y^2}{2},\quad \sin y>y-\tfrac{y^3}{6},\quad \cos y<1-\tfrac{y^2}{2}+\tfrac{y^4}{24},\quad \sin y<y-\tfrac{y^3}{6}+\tfrac{y^5}{120}.$$

At $y=2x$ these give

$$\tfrac43x^3-\tfrac{4}{15}x^5<2x-\sin2x<\tfrac43x^3.$$

Multiplication by $3/(4x^3)$ gives $1-x^2/5<F<1$, and $\sin 2x<2x$ gives $F>0$. The limit follows by squeezing.

## Amplitude and fraction as Lean definitions

```lean
import Mathlib

open Filter Topology

namespace EmptySphereSWave

noncomputable section
```

The amplitude is defined as the angular average itself, so the Bessel function has to be derived.

```lean
/-- The s-wave amplitude at radius `r` of a plane wave with wave number `k`: the average of
`exp (i k r t)` over the cosine `t` of the polar angle. -/
def sWaveAmplitude (k r : ℝ) : ℂ :=
  (1 / 2) * ∫ t in (-1 : ℝ)..1, Complex.exp (((k * r * t : ℝ) : ℂ) * Complex.I)
```

The fraction takes two real numbers, `k` and `s`. Its numerator uses the squared modulus of the amplitude, and its denominator builds in the unit density of the plane wave. That the partial waves are orthogonal on each spherical shell, which makes this ratio a share of the whole, is a property of the spherical harmonics that motivates the definition and is not proved here. The sphere contains no potential, so no phase shifts enter.

```lean
/-- The s-wave fraction of the plane-wave density in a sphere of radius `s`: the s-wave density
integrated over the sphere, divided by the integral of the unit total density. -/
def sWaveFraction (k s : ℝ) : ℝ :=
  (∫ r in (0 : ℝ)..s, ‖sWaveAmplitude k r‖ ^ 2 * r ^ 2) / ∫ r in (0 : ℝ)..s, r ^ 2
```

## The average is a sinc function

Mathlib's `Real.sinc` has the value 1 at zero, so the identity holds for all real `k` and `r`. The proof names the product $kr$ `q` and treats `q = 0` separately. Otherwise it integrates the exponential and applies Euler's formula at $t=\pm1$, in `h1` and `h2`.

```lean
/-- The angular average of a plane wave is the spherical Bessel function of order zero,
`sin (k r) / (k r)`, with value one at the origin. -/
theorem sWaveAmplitude_eq_sinc (k r : ℝ) :
    sWaveAmplitude k r = ((Real.sinc (k * r) : ℝ) : ℂ) := by
  unfold sWaveAmplitude
  generalize k * r = q
  rcases eq_or_ne q 0 with rfl | hq
  · norm_num [Real.sinc_zero, Complex.real_smul]
  · have hqc : (q : ℂ) ≠ 0 := by exact_mod_cast hq
    have hI := Complex.I_ne_zero
    have e : ∀ t : ℝ, Complex.exp (((q * t : ℝ) : ℂ) * Complex.I)
        = Complex.exp ((q : ℂ) * Complex.I * (t : ℂ)) := by
      intro t
      congr 1
      push_cast
      ring
    -- Euler's formula at the two poles of the sphere
    have h1 : Complex.exp ((q : ℂ) * Complex.I * ((1 : ℝ) : ℂ))
        = Complex.cos q + Complex.sin q * Complex.I := by
      rw [show (q : ℂ) * Complex.I * ((1 : ℝ) : ℂ) = (q : ℂ) * Complex.I by push_cast; ring,
        Complex.exp_mul_I]
    have h2 : Complex.exp ((q : ℂ) * Complex.I * ((-1 : ℝ) : ℂ))
        = Complex.cos q - Complex.sin q * Complex.I := by
      rw [show (q : ℂ) * Complex.I * ((-1 : ℝ) : ℂ) = (-(q : ℂ)) * Complex.I by push_cast; ring,
        Complex.exp_mul_I, Complex.cos_neg, Complex.sin_neg]
      ring
    simp_rw [e]
    rw [integral_exp_mul_complex (mul_ne_zero hqc hI), h1, h2, Real.sinc_of_ne_zero hq,
      Complex.ofReal_div, Complex.ofReal_sin]
    field_simp
    ring
```

## The radial integral

Here `hpt` rewrites the integrand as $\sin^2(kr)/k^2$, and `hd` checks the antiderivative by differentiating it, using the double-angle formula. The fundamental theorem of calculus then gives the value for any nonzero `k` and any real `s`.

```lean
/-- The s-wave density of a plane wave, integrated with weight `r ^ 2` from the origin to
radius `s`, equals `(2 k s - sin (2 k s)) / (4 k ^ 3)`. -/
theorem integral_sWave_density {k : ℝ} (hk : k ≠ 0) (s : ℝ) :
    ∫ r in (0 : ℝ)..s, ‖sWaveAmplitude k r‖ ^ 2 * r ^ 2
      = (2 * (k * s) - Real.sin (2 * (k * s))) / (4 * k ^ 3) := by
  have hpt : ∀ r : ℝ, ‖sWaveAmplitude k r‖ ^ 2 * r ^ 2 = Real.sin (k * r) ^ 2 / k ^ 2 := by
    intro r
    rcases eq_or_ne r 0 with rfl | hr
    · simp
    · rw [sWaveAmplitude_eq_sinc, Complex.norm_real, Real.norm_eq_abs, sq_abs,
        Real.sinc_of_ne_zero (mul_ne_zero hk hr)]
      field_simp
  simp_rw [hpt]
  -- an explicit antiderivative of the radial density
  have hd : ∀ r ∈ Set.uIcc 0 s, HasDerivAt
      (fun r : ℝ => (2 * (k * r) - Real.sin (2 * (k * r))) / (4 * k ^ 3))
      (Real.sin (k * r) ^ 2 / k ^ 2) r := by
    intro r _
    have h1 : HasDerivAt (fun r : ℝ => 2 * (k * r)) (2 * k) r :=
      (((hasDerivAt_id' r).const_mul k).const_mul 2).congr_deriv (by ring)
    refine ((h1.fun_sub h1.sin).div_const (4 * k ^ 3)).congr_deriv ?_
    rw [Real.cos_two_mul, Real.sin_sq]
    field_simp
    ring
  rw [intervalIntegral.integral_eq_sub_of_hasDerivAt hd
    (Continuous.intervalIntegrable (by fun_prop) _ _)]
  simp
```

## Inequalities from the mean value theorem

The bounds turn on Mathlib's `exists_hasDerivAt_eq_slope`, the mean value theorem. For differentiable $g$ with $g(0)=0$ and any $x>0$ it supplies a point $c$ with $0<c<x$ and $g'(c)=g(x)/x$, so that $g(x)=g'(c)\,x$, which is positive if $g'$ is positive at all positive arguments. This replaces the integration done by hand and requires no integrability of $g'$. Since $c$ lies strictly inside the interval, $g'$ may vanish at the origin, as it does in every application below.

```lean
/-- A function that is differentiable on the whole real line, vanishes at the origin and has
positive derivative at all positive arguments is positive there. -/
theorem pos_of_deriv_pos {g g' : ℝ → ℝ} (hg : ∀ x, HasDerivAt g (g' x) x) (h0 : g 0 = 0)
    (hp : ∀ x, 0 < x → 0 < g' x) (x : ℝ) (hx : 0 < x) : 0 < g x := by
  obtain ⟨c, hc, h⟩ := exists_hasDerivAt_eq_slope g g' hx
    (fun y _ => (hg y).continuousAt.continuousWithinAt) (fun y _ => hg y)
  have e : g x = g' c * x := by
    rw [h, h0, sub_zero, sub_zero, div_mul_cancel₀ _ hx.ne']
  rw [e]
  exact mul_pos (hp c hc.1) hx
```

The conclusion of this lemma has the same shape as its hypothesis `hp`. Each inequality can therefore be passed directly to the next step: `c2`, `s3`, `c4` and `s5` are the four inequalities above, in order.

```lean
/-- For positive argument the sine lies strictly between its Taylor polynomials of third and
fifth order. -/
theorem sin_taylor_bounds (y : ℝ) (hy : 0 < y) :
    y - y ^ 3 / 6 < Real.sin y ∧ Real.sin y < y - y ^ 3 / 6 + y ^ 5 / 120 := by
  have p2 : ∀ x : ℝ, HasDerivAt (fun x : ℝ => x ^ 2) (2 * x) x := fun x => by
    simpa using hasDerivAt_pow 2 x
  have p3 : ∀ x : ℝ, HasDerivAt (fun x : ℝ => x ^ 3) (3 * x ^ 2) x := fun x => by
    simpa using hasDerivAt_pow 3 x
  have p4 : ∀ x : ℝ, HasDerivAt (fun x : ℝ => x ^ 4) (4 * x ^ 3) x := fun x => by
    simpa using hasDerivAt_pow 4 x
  have p5 : ∀ x : ℝ, HasDerivAt (fun x : ℝ => x ^ 5) (5 * x ^ 4) x := fun x => by
    simpa using hasDerivAt_pow 5 x
  -- each inequality is the integral of the previous one
  have c2 := pos_of_deriv_pos (g := fun x => Real.cos x - (1 - x ^ 2 / 2))
    (g' := fun x => x - Real.sin x)
    (fun x => ((Real.hasDerivAt_cos x).fun_sub
      (((p2 x).div_const 2).const_sub 1)).congr_deriv (by ring))
    (by simp) (fun x hx => sub_pos.2 (Real.sin_lt hx))
  have s3 := pos_of_deriv_pos (g := fun x => Real.sin x - (x - x ^ 3 / 6))
    (g' := fun x => Real.cos x - (1 - x ^ 2 / 2))
    (fun x => ((Real.hasDerivAt_sin x).fun_sub
      ((hasDerivAt_id' x).fun_sub ((p3 x).div_const 6))).congr_deriv (by ring))
    (by simp) c2
  have c4 := pos_of_deriv_pos (g := fun x => (1 - x ^ 2 / 2) + x ^ 4 / 24 - Real.cos x)
    (g' := fun x => Real.sin x - (x - x ^ 3 / 6))
    (fun x => (((((p2 x).div_const 2).const_sub 1).fun_add
      ((p4 x).div_const 24)).fun_sub (Real.hasDerivAt_cos x)).congr_deriv (by ring))
    (by simp) s3
  have s5 := pos_of_deriv_pos (g := fun x => (x - x ^ 3 / 6) + x ^ 5 / 120 - Real.sin x)
    (g' := fun x => (1 - x ^ 2 / 2) + x ^ 4 / 24 - Real.cos x)
    (fun x => ((((hasDerivAt_id' x).fun_sub ((p3 x).div_const 6)).fun_add
      ((p5 x).div_const 120)).fun_sub (Real.hasDerivAt_sin x)).congr_deriv (by ring))
    (by simp) c4
  exact ⟨sub_pos.1 (s3 y hy), sub_pos.1 (s5 y hy)⟩
```

## Closed form, bounds and limit

The next theorem states the closed form together with $0<F<1$, for positive `k` and `s`. It divides the radial integral by $s^3/3$, then uses $\sin y<y$ for positivity and the cubic sine bound for the upper limit.

```lean
/-- In an empty sphere of radius `s`, with `x = k s`, the s-wave fraction of the free-electron
density equals `3 (2 x - sin 2 x) / (4 x ^ 3)` and lies strictly between zero and one. -/
theorem sWaveFraction_closed_form {k s : ℝ} (hk : 0 < k) (hs : 0 < s) :
    sWaveFraction k s = 3 * (2 * (k * s) - Real.sin (2 * (k * s))) / (4 * (k * s) ^ 3) ∧
      0 < sWaveFraction k s ∧ sWaveFraction k s < 1 := by
  have hx : 0 < k * s := mul_pos hk hs
  have hv : ∫ r in (0 : ℝ)..s, r ^ 2 = s ^ 3 / 3 := by
    rw [integral_pow]
    norm_num
  have heq : sWaveFraction k s
      = 3 * (2 * (k * s) - Real.sin (2 * (k * s))) / (4 * (k * s) ^ 3) := by
    rw [sWaveFraction, integral_sWave_density hk.ne', hv]
    generalize Real.sin (2 * (k * s)) = S
    field_simp
  refine ⟨heq, ?_, ?_⟩
  · rw [heq]
    have h := Real.sin_lt (show 0 < 2 * (k * s) by positivity)
    exact div_pos (by linarith) (by positivity)
  · rw [heq, div_lt_one (by positivity)]
    have h := (sin_taylor_bounds (2 * (k * s)) (by positivity)).1
    generalize k * s = x at *
    nlinarith [h]
```

For positive `k` and `s`, the quintic bound gives the quadratic estimate of the shortfall.

```lean
/-- The s-wave fraction falls short of one by less than `(k s) ^ 2 / 5`. -/
theorem sWaveFraction_lower_bound {k s : ℝ} (hk : 0 < k) (hs : 0 < s) :
    1 - (k * s) ^ 2 / 5 < sWaveFraction k s := by
  have hx : 0 < k * s := mul_pos hk hs
  rw [(sWaveFraction_closed_form hk hs).1, lt_div_iff₀ (by positivity)]
  have h := (sin_taylor_bounds (2 * (k * s)) (by positivity)).2
  generalize k * s = x at *
  nlinarith [h]
```

In the limit theorem, `k` and `s` depend on an index `i`, and `l` is any filter on the indices. Both need only be eventually positive, with product tending to zero. This covers a shrinking sphere at fixed energy, a falling energy at fixed radius, and joint variations in which one of the two grows.

```lean
/-- The s-wave fraction tends to one whenever `k s` tends to zero through positive wave numbers
and radii, in whatever way the two vary. -/
theorem sWaveFraction_tendsto_one {ι : Type*} {l : Filter ι} {k s : ι → ℝ}
    (hk : ∀ᶠ i in l, 0 < k i) (hs : ∀ᶠ i in l, 0 < s i)
    (h : Tendsto (fun i => k i * s i) l (𝓝 0)) :
    Tendsto (fun i => sWaveFraction (k i) (s i)) l (𝓝 1) := by
  have hlow : Tendsto (fun i => 1 - (k i * s i) ^ 2 / 5) l (𝓝 1) := by
    simpa using ((h.pow 2).div_const 5).const_sub 1
  -- squeeze between the quadratic lower bound and one
  refine tendsto_of_tendsto_of_tendsto_of_le_of_le' hlow tendsto_const_nhds ?_ ?_
  · filter_upwards [hk, hs] with i h1 h2
    exact (sWaveFraction_lower_bound h1 h2).le
  · filter_upwards [hk, hs] with i h1 h2
    exact (sWaveFraction_closed_form h1 h2).2.2.le

end

end EmptySphereSWave
```

```lean
#print axioms EmptySphereSWave.sWaveFraction_closed_form
-- 'EmptySphereSWave.sWaveFraction_closed_form' depends on axioms: [propext, Classical.choice, Quot.sound]
#print axioms EmptySphereSWave.sWaveFraction_tendsto_one
-- 'EmptySphereSWave.sWaveFraction_tendsto_one' depends on axioms: [propext, Classical.choice, Quot.sound]
```
